# The Hermitian part of a non-Hermitian two-state Hamiltonian with real eigenvalues has a larger splitting

Let K be a complex square matrix with real eigenvalues and let S = (K + K*)/2. The lowest eigenvalue of S is at most that of K, and the highest is at least that of K. If K is 2×2 and not Hermitian, both inequalities are strict. The exact Bloch effective Hamiltonian, written in an orthonormal basis of a model space, has real eigenvalues, which are exact energies. Its eigenvectors are projections of exact eigenstates onto the model space; these projections need not be orthogonal, so the matrix need not be Hermitian. For two states, replacing it by its Hermitian part therefore overestimates the gap whenever the two differ.

## Expectation values and the secular equation

Let Kv = zv with v ≠ 0. Then v*Kv = z v*v and v*K*v = (Kv)*v = z̄ v*v. Averaging gives

v*Sv = (Re z) v*v,

so in a normalised eigenvector of K the expectation value of S is Re z. Let μ and ν be the lowest and highest eigenvalues of S. Expanding v in orthonormal eigenvectors of S, with eigenvalues λᵢ and coefficients cᵢ, gives

(Re z − μ) v*v = Σᵢ (λᵢ − μ)|cᵢ|² ≥ 0.

Hence μ ≤ Re z, and the same argument for −K gives Re z ≤ ν. If z = μ, the sum vanishes, so only components with λᵢ = μ survive and Sv = μv. Then K*v = 2Sv − Kv = μv.

Now let K be 2×2 with real eigenvalues a ≤ b. Its secular equation is z² − (tr K)z + det K = 0, so tr K = a + b and det K = ab. Since the trace is real, we may write

K₀₀ = x + iy, K₁₁ = w − iy, K₀₁ = p, K₁₀ = q,

with x, y, w real. S has diagonal entries x, w and off-diagonal entry (p + q̄)/2. The traces agree, so μ + ν = a + b. The squared splitting is (trace)² − 4(determinant), and det K is real, so

det K = xw + y² − Re(pq)
det S = xw − |p + q̄|²/4
(ν − μ)² − (b − a)² = 4(det K − det S) = 4y² + |p − q̄|².

The last step uses |p + q̄|² − |p − q̄|² = 4 Re(pq). The right-hand side is half the sum of the squared moduli of the entries of K − K*. It is positive unless K is Hermitian. A larger splitting about the same centre means μ < a and b < ν.

## Levels and the Hermitian part in Lean

The finite type `n` labels the basis states.

```lean
import Mathlib

open Matrix
open scoped ComplexOrder

namespace SymmetrizedEffectiveHamiltonian

variable {n : Type*} [Fintype n] [DecidableEq n]
```

An eigenvalue is defined by a nonzero eigenvector, which need not be normalised.

```lean
/-- The number `z` is an eigenvalue of `K`: some nonzero state `v` satisfies `K v = z v`. -/
def IsEigenvalue (K : Matrix n n ℂ) (z : ℂ) : Prop :=
  ∃ v : n → ℂ, v ≠ 0 ∧ K *ᵥ v = z • v
```

`levels` keeps only the real eigenvalues. "Lowest" and "highest" will be `IsLeast` and `IsGreatest` of this set.

```lean
/-- The energy levels of `K`: its real eigenvalues. -/
def levels (K : Matrix n n ℂ) : Set ℝ := {E | IsEigenvalue K (E : ℂ)}
```

`Kᴴ` is the adjoint K*, and `hermPart K` is S.

```lean
/-- The naive symmetrization `(K + K*)/2` of an effective Hamiltonian. -/
noncomputable def hermPart (K : Matrix n n ℂ) : Matrix n n ℂ := (1 / 2 : ℂ) • (K + Kᴴ)

omit [Fintype n] [DecidableEq n] in
/-- The symmetrized effective Hamiltonian is Hermitian. -/
theorem hermPart_isHermitian (K : Matrix n n ℂ) : (hermPart K).IsHermitian := by
  have h : star (1 / 2 : ℂ) = 1 / 2 := by simp
  unfold Matrix.IsHermitian hermPart
  rw [conjTranspose_smul, conjTranspose_add, conjTranspose_conjTranspose, h, add_comm]
```

## Bounds in any finite dimension

The first lemma says that v*v is a positive real number; the second evaluates v*K*v.

```lean
omit [DecidableEq n] in
private lemma norm_real {v : n → ℂ} (hv : v ≠ 0) :
    ∃ r : ℝ, 0 < r ∧ star v ⬝ᵥ v = (r : ℂ) := by
  obtain ⟨i, hi⟩ := Function.ne_iff.mp hv
  refine ⟨∑ i, Complex.normSq (v i), Finset.sum_pos' (fun j _ => Complex.normSq_nonneg _)
    ⟨i, Finset.mem_univ _, Complex.normSq_pos.mpr hi⟩, ?_⟩
  simp only [dotProduct, Complex.ofReal_sum]
  exact Finset.sum_congr rfl fun j _ => Complex.normSq_eq_conj_mul_self.symm

omit [DecidableEq n] in
private lemma adjoint_expectation {K : Matrix n n ℂ} {z : ℂ} {v : n → ℂ}
    (h : K *ᵥ v = z • v) : star v ⬝ᵥ (Kᴴ *ᵥ v) = star z * (star v ⬝ᵥ v) := by
  rw [Matrix.dotProduct_mulVec, ← Matrix.star_mulVec, h, star_smul, smul_dotProduct, smul_eq_mul]
```

Together they give the expectation value of S, with the factor v*v kept explicit.

```lean
omit [DecidableEq n] in
/-- In an eigenstate of `K` with eigenvalue `z`, the expectation value of `(K + K*)/2` is the
real part of `z` times the squared norm of the state. -/
theorem expectation_hermPart {K : Matrix n n ℂ} {z : ℂ} {v : n → ℂ} (h : K *ᵥ v = z • v) :
    star v ⬝ᵥ (hermPart K *ᵥ v) = (z.re : ℂ) * (star v ⬝ᵥ v) := by
  have hz : z + star z = 2 * (z.re : ℂ) := (Complex.add_conj z).trans (by simp)
  rw [hermPart, smul_mulVec, add_mulVec, dotProduct_smul, dotProduct_add,
    adjoint_expectation h, h, dotProduct_smul]
  simp only [smul_eq_mul]
  linear_combination (1 / 2) * (star v ⬝ᵥ v) * hz
```

Next, S − μ is positive semidefinite when μ is a lower bound for the levels of S. Each eigenvalue of the shifted matrix, plus μ, is a level of S and hence at least μ, so the eigenvalue of the shifted matrix is not negative.

```lean
private lemma posSemidef_shift {S : Matrix n n ℂ} (hS : S.IsHermitian) {μ : ℝ}
    (hμ : μ ∈ lowerBounds (levels S)) : (S - (μ : ℂ) • (1 : Matrix n n ℂ)).PosSemidef := by
  have hH : (S - (μ : ℂ) • (1 : Matrix n n ℂ)).IsHermitian := by
    unfold Matrix.IsHermitian
    rw [conjTranspose_sub, conjTranspose_smul, conjTranspose_one, hS.eq]
    simp
  rw [hH.posSemidef_iff_eigenvalues_nonneg]
  intro i
  have h := hH.mulVec_eigenvectorBasis i
  have hv : (hH.eigenvectorBasis i).ofLp ≠ 0 := fun h0 =>
    hH.eigenvectorBasis.orthonormal.ne_zero i (WithLp.ofLp_injective 2 h0)
  rw [sub_mulVec, smul_mulVec, one_mulVec] at h
  -- an eigenvalue of the shifted matrix is a level of `S` minus the shift
  have hl : hH.eigenvalues i + μ ∈ levels S := by
    refine ⟨_, hv, ?_⟩
    rw [sub_eq_iff_eq_add.mp h]
    ext j
    simp only [Pi.add_apply, Pi.smul_apply, Complex.real_smul, smul_eq_mul, Complex.ofReal_add]
    ring
  have := hμ hl
  show (0 : ℝ) ≤ hH.eigenvalues i
  linarith
```

Evaluating this positive form in an eigenvector of K gives (Re z − μ) v*v ≥ 0, and the positive factor is cancelled.

```lean
private lemma lower_bound {K : Matrix n n ℂ} {μ : ℝ} {z : ℂ}
    (hμ : μ ∈ lowerBounds (levels (hermPart K))) (hz : IsEigenvalue K z) : μ ≤ z.re := by
  obtain ⟨v, hv, h⟩ := hz
  obtain ⟨r, hr, hvr⟩ := norm_real hv
  have hP := (posSemidef_shift (hermPart_isHermitian K) hμ).dotProduct_mulVec_nonneg v
  have e : star v ⬝ᵥ ((hermPart K - (μ : ℂ) • (1 : Matrix n n ℂ)) *ᵥ v)
      = (((z.re - μ) * r : ℝ) : ℂ) := by
    rw [sub_mulVec, smul_mulVec, one_mulVec, dotProduct_sub, dotProduct_smul,
      expectation_hermPart h, hvr, smul_eq_mul, Complex.ofReal_mul, Complex.ofReal_sub]
    ring
  rw [e] at hP
  exact sub_nonneg.mp ((mul_nonneg_iff_of_pos_right hr).mp (Complex.zero_le_real.mp hP))
```

The upper bound comes from changing the sign of K.

```lean
omit [DecidableEq n] in
private lemma eigenvalue_neg {K : Matrix n n ℂ} {z : ℂ} (h : IsEigenvalue K z) :
    IsEigenvalue (-K) (-z) := by
  obtain ⟨v, hv, h⟩ := h
  exact ⟨v, hv, by rw [neg_mulVec, h, neg_smul]⟩
```

`eigenvalue_between` does not assume a real spectrum. When z is real, `z.re` is the level itself, and the opening inequalities follow.

```lean
/-- The real part of every eigenvalue of `K` lies between the lowest level `μ` and the highest
level `ν` of `(K + K*)/2`. -/
theorem eigenvalue_between {K : Matrix n n ℂ} {μ ν : ℝ} {z : ℂ}
    (hμ : IsLeast (levels (hermPart K)) μ) (hν : IsGreatest (levels (hermPart K)) ν)
    (hz : IsEigenvalue K z) : μ ≤ z.re ∧ z.re ≤ ν := by
  refine ⟨lower_bound hμ.2 hz, ?_⟩
  -- the upper bound is the lower bound for `-K`
  have hneg : hermPart (-K) = -hermPart K := by
    unfold hermPart
    rw [conjTranspose_neg, ← neg_add, smul_neg]
  have hb : -ν ∈ lowerBounds (levels (hermPart (-K))) := by
    intro x hx
    have hx' : IsEigenvalue (hermPart (-K)) (x : ℂ) := hx
    rw [hneg] at hx'
    have h1 := eigenvalue_neg hx'
    rw [neg_neg, ← Complex.ofReal_neg] at h1
    have := hν.2 h1
    linarith
  have := lower_bound hb (eigenvalue_neg hz)
  rw [Complex.neg_re] at this
  linarith
```

In the equality case, a vanishing expectation value of S − a forces (S − a)v = 0. Subtracting Kv = av from twice this relation leaves the statement about K*.

```lean
/-- If the lowest level `a` of `(K + K*)/2` satisfies `K v = a v`, then also `K* v = a v`. -/
theorem adjoint_eigenstate_of_eq {K : Matrix n n ℂ} {a : ℝ} {v : n → ℂ}
    (ha : IsLeast (levels (hermPart K)) a) (h : K *ᵥ v = (a : ℂ) • v) :
    Kᴴ *ᵥ v = (a : ℂ) • v := by
  have hP := posSemidef_shift (hermPart_isHermitian K) ha.2
  have h0 := (hP.dotProduct_mulVec_zero_iff v).mp (by
    rw [sub_mulVec, smul_mulVec, one_mulVec, dotProduct_sub, dotProduct_smul,
      expectation_hermPart h, smul_eq_mul, Complex.ofReal_re, sub_self])
  rw [sub_mulVec, smul_mulVec, one_mulVec, hermPart, smul_mulVec, add_mulVec] at h0
  linear_combination (norm := module) (2 : ℂ) • h0 - h
```

## The exact two-state splitting

The two-state theorems assume a real spectrum through `hreal`. For the exact Bloch effective Hamiltonian this holds because its eigenvalues are energies of an underlying Hermitian Hamiltonian; that construction is not formalised here. A Bloch effective Hamiltonian truncated at finite order can have complex eigenvalues, and then the two-state theorems do not apply. For S, reality is proved.

```lean
omit [DecidableEq n] in
private lemma hermitian_real {S : Matrix n n ℂ} (hS : S.IsHermitian) (z : ℂ)
    (hz : IsEigenvalue S z) : z.im = 0 := by
  obtain ⟨v, hv, h⟩ := hz
  obtain ⟨r, hr, hvr⟩ := norm_real hv
  have h1 := adjoint_expectation h
  rw [hS.eq, h, dotProduct_smul, smul_eq_mul, hvr] at h1
  have hr' : (r : ℂ) ≠ 0 := Complex.ofReal_ne_zero.mpr hr.ne'
  exact Complex.conj_eq_iff_im.mp (mul_right_cancel₀ hr' h1).symm
```

An eigenvalue is a root of the secular equation, because K − z has a nonzero null vector exactly when its determinant vanishes.

```lean
private lemma eigenvalue_iff (K : Matrix (Fin 2) (Fin 2) ℂ) (z : ℂ) :
    IsEigenvalue K z ↔ z ^ 2 - K.trace * z + K.det = 0 := by
  have h : IsEigenvalue K z ↔
      ∃ v, v ≠ 0 ∧ (K - z • (1 : Matrix (Fin 2) (Fin 2) ℂ)) *ᵥ v = 0 := by
    simp only [IsEigenvalue, sub_mulVec, smul_mulVec, one_mulVec, sub_eq_zero]
  have e : (K - z • (1 : Matrix (Fin 2) (Fin 2) ℂ)).det = z ^ 2 - K.trace * z + K.det := by
    simp [det_fin_two, trace_fin_two]
    ring
  rw [h, Matrix.exists_mulVec_eq_zero_iff, e]
```

To identify trace and determinant, take the second root c = tr K − a. It is real, so a ≤ c ≤ b, and (b − a)(b − c) = 0 gives c = b, also when the levels coincide.

```lean
/-- For a two-state `K` with real eigenvalues, lowest `a` and highest `b`, the trace is `a + b`
and the determinant is `a b`. -/
theorem trace_det_of_levels {K : Matrix (Fin 2) (Fin 2) ℂ} {a b : ℝ}
    (hreal : ∀ z, IsEigenvalue K z → z.im = 0)
    (ha : IsLeast (levels K) a) (hb : IsGreatest (levels K) b) :
    K.trace = a + b ∧ K.det = a * b := by
  have qa := (eigenvalue_iff K a).mp ha.1
  have qb := (eigenvalue_iff K b).mp hb.1
  -- the second root of the secular equation is `trace - a`
  have hc : IsEigenvalue K (K.trace - a) :=
    (eigenvalue_iff K _).mpr (by linear_combination qa)
  obtain ⟨c, hce⟩ : ∃ c : ℝ, K.trace - a = (c : ℂ) :=
    ⟨_, Complex.ext (Complex.ofReal_re _).symm ((hreal _ hc).trans (Complex.ofReal_im _).symm)⟩
  rw [hce] at hc
  have hac : a ≤ c := ha.2 hc
  have hcb : c ≤ b := hb.2 hc
  have hprod : (b - a) * (b - c) = 0 := by
    have : ((b : ℂ) - a) * (b - c) = 0 := by
      linear_combination qb - qa + ((b : ℂ) - a) * hce
    exact_mod_cast this
  have hbc : c = b := by
    rcases mul_eq_zero.mp hprod with h | h <;> linarith
  rw [hbc] at hce
  exact ⟨by linear_combination hce, by linear_combination qa + (a : ℂ) * hce⟩
```

The entries of S are split into real and imaginary parts.

```lean
omit [Fintype n] [DecidableEq n] in
private lemma herm_entry (K : Matrix n n ℂ) (i j : n) :
    (hermPart K i j).re = ((K i j).re + (K j i).re) / 2 ∧
    (hermPart K i j).im = ((K i j).im - (K j i).im) / 2 := by
  have h : hermPart K i j = ((1 / 2 : ℝ) : ℂ) * (K i j + star (K j i)) := by simp [hermPart]
  rw [h, Complex.re_ofReal_mul, Complex.im_ofReal_mul, Complex.add_re, Complex.add_im,
    show (star (K j i)).re = (K j i).re from rfl, show (star (K j i)).im = -(K j i).im from rfl]
  constructor <;> ring
```

The trace and determinant relations for K and S then enter `linear_combination`, which compares the two discriminants as in the calculation above. The double sum is the squared Frobenius norm of K − K*.

```lean
/-- For a two-state `K` with real eigenvalues, symmetrization keeps the centre of the two levels
and adds half the squared Frobenius norm of `K - K*` to the squared splitting. -/
theorem splitting_formula {K : Matrix (Fin 2) (Fin 2) ℂ} {a b μ ν : ℝ}
    (hreal : ∀ z, IsEigenvalue K z → z.im = 0)
    (ha : IsLeast (levels K) a) (hb : IsGreatest (levels K) b)
    (hμ : IsLeast (levels (hermPart K)) μ) (hν : IsGreatest (levels (hermPart K)) ν) :
    μ + ν = a + b ∧
      (ν - μ) ^ 2 = (b - a) ^ 2 + 1 / 2 * ∑ i, ∑ j, ‖(K - Kᴴ) i j‖ ^ 2 := by
  obtain ⟨t1, d1⟩ := trace_det_of_levels hreal ha hb
  obtain ⟨t2, d2⟩ := trace_det_of_levels (hermitian_real (hermPart_isHermitian K)) hμ hν
  have t1r := congrArg Complex.re t1
  have t1i := congrArg Complex.im t1
  have d1r := congrArg Complex.re d1
  have t2r := congrArg Complex.re t2
  have d2r := congrArg Complex.re d2
  have sr : ∀ z : ℂ, (star z).re = z.re := fun _ => rfl
  have si : ∀ z : ℂ, (star z).im = -z.im := fun _ => rfl
  simp only [trace_fin_two, det_fin_two, Complex.add_re, Complex.add_im, Complex.sub_re,
    Complex.mul_re, Complex.ofReal_re, Complex.ofReal_im, (herm_entry K _ _).1,
    (herm_entry K _ _).2] at t1r t1i d1r t2r d2r
  refine ⟨by linarith, ?_⟩
  simp only [Fin.sum_univ_two, Matrix.sub_apply, conjTranspose_apply, Complex.sq_norm,
    Complex.normSq_apply, Complex.sub_re, Complex.sub_im, sr, si]
  -- compare the discriminants of the two secular equations
  linear_combination (-((K 0 0).re + (K 1 1).re + μ + ν)) * t2r
    + ((K 0 0).re + (K 1 1).re + a + b) * t1r + 4 * d2r - 4 * d1r
    - 2 * ((K 0 0).im + (K 1 1).im) * t1i
```

If K is not Hermitian, some entry of K − K* is nonzero and the double sum is positive. Since ν − μ ≥ 0, the inequality between squares passes to the splittings, and the common centre separates it into two strict inequalities.

```lean
/-- For a non-Hermitian two-state `K` with real eigenvalues, the lowest level of `(K + K*)/2` is
strictly below that of `K` and the highest is strictly above. -/
theorem symmetrization_exaggerates_splitting {K : Matrix (Fin 2) (Fin 2) ℂ} {a b μ ν : ℝ}
    (hreal : ∀ z, IsEigenvalue K z → z.im = 0) (hK : ¬ K.IsHermitian)
    (ha : IsLeast (levels K) a) (hb : IsGreatest (levels K) b)
    (hμ : IsLeast (levels (hermPart K)) μ) (hν : IsGreatest (levels (hermPart K)) ν) :
    μ < a ∧ b < ν := by
  obtain ⟨hc, hs⟩ := splitting_formula hreal ha hb hμ hν
  obtain ⟨i, j, hij⟩ : ∃ i j, (K - Kᴴ) i j ≠ 0 := by
    by_contra! h
    exact hK (sub_eq_zero.mp (show K - Kᴴ = 0 from Matrix.ext h)).symm
  have hpos : 0 < ∑ i, ∑ j, ‖(K - Kᴴ) i j‖ ^ 2 :=
    Finset.sum_pos' (fun _ _ => Finset.sum_nonneg fun _ _ => sq_nonneg _)
      ⟨i, Finset.mem_univ _, Finset.sum_pos' (fun _ _ => sq_nonneg _)
        ⟨j, Finset.mem_univ _, pow_pos (norm_pos_iff.mpr hij) 2⟩⟩
  have hμν : μ ≤ ν := hμ.2 hν.1
  have hlt : b - a < ν - μ :=
    lt_of_pow_lt_pow_left₀ 2 (by linarith) (by linarith)
  constructor <;> linarith

end SymmetrizedEffectiveHamiltonian
```

Strictness is claimed only for two states: if a non-Hermitian 2×2 block is joined by an uncoupled level far above it, symmetrization leaves the highest level where it was.

```lean
#print axioms SymmetrizedEffectiveHamiltonian.eigenvalue_between
-- 'SymmetrizedEffectiveHamiltonian.eigenvalue_between' depends on axioms: [propext, Classical.choice, Quot.sound]
#print axioms SymmetrizedEffectiveHamiltonian.adjoint_eigenstate_of_eq
-- 'SymmetrizedEffectiveHamiltonian.adjoint_eigenstate_of_eq' depends on axioms: [propext, Classical.choice, Quot.sound]
#print axioms SymmetrizedEffectiveHamiltonian.symmetrization_exaggerates_splitting
-- 'SymmetrizedEffectiveHamiltonian.symmetrization_exaggerates_splitting' depends on axioms: [propext, Classical.choice, Quot.sound]
```
